# Averaging a Gamma-centred mesh and its half-step shift removes every odd periodic image of finite-range force constants in one dimension

## Two wave vectors on a spring chain

Take a chain of unit masses joined by nearest-neighbour springs of stiffness \(K\). Its force constants are \(C(0)=2K\) and \(C(\pm1)=-K\), and its dynamical matrix is \(D(q)=2K-2K\cos q\).

Sample it at the single point \(q=0\). Transforming back gives the on-site force constant
\[
D(0)=C(-1)+C(0)+C(1)=0 ,
\]
which is wrong because the neighbours have been folded onto the origin. The single point \(q=\pi\) gives
\[
D(\pi)=-C(-1)+C(0)-C(1)=4K .
\]
The neighbours now enter with the opposite sign, so the average of the two values is \(2K=C(0)\).

At \(R=1\) the two meshes give \(0\) and \(e^{-i\pi}D(\pi)=-4K\), with average \(-2K=C(1)+C(-1)\). The sites \(1\) and \(-1\) differ by two and are still folded together. Averaging has doubled the distance between images, but images remain.

## Force constants from a shifted mesh

Let \(C(R)\), for integer \(R\), be nonzero for finitely many \(R\) only, and let
\[
D(q)=\sum_S e^{iqS}C(S).
\]
A mesh of \(N\ge1\) points with offset \(\theta\) consists of \(q_j=2\pi j/N+\theta\), \(j=0,\dots,N-1\). Its force constants are
\[
F_\theta(R)=\frac1N\sum_{j=0}^{N-1}e^{-iq_jR}D(q_j).
\]

**The phase average.** For an integer \(d\), put \(z=e^{2\pi i d/N}\). Then
\[
\frac1N\sum_{j=0}^{N-1} e^{iq_jd}=e^{i\theta d}\,\frac1N\sum_{j=0}^{N-1}z^j .
\]
If \(N\) divides \(d\), then \(z=1\) and the result is \(e^{i\theta d}\). Otherwise \(z\ne1\) while \(z^N=1\), so the geometric sum \((z^N-1)/(z-1)\) vanishes.

**The images.** Inserting \(D\) and exchanging the sums gives
\[
F_\theta(R)=\sum_S\Big[\frac1N\sum_{j=0}^{N-1} e^{iq_j(S-R)}\Big]C(S)
=\sum_m e^{i\theta mN}C(R+mN),
\]
since only the sites \(S=R+mN\) survive. The offset \(\theta=0\) gives plain images, and \(\theta=\pi/N\) gives the signs \((-1)^m\).

**The average.** The weight \(\tfrac12(1+(-1)^m)\) is one for even \(m\) and zero for odd \(m\). Writing the even indices as \(2m\),
\[
\tfrac12\big(F_0(R)+F_{\pi/N}(R)\big)=\sum_m C(R+2mN).
\]

**More meshes.** For \(p\ge1\) meshes with offsets \(\theta_s=2\pi s/(pN)\), \(s=0,\dots,p-1\), image \(m\) carries the phase \(e^{2\pi i sm/p}\). By the phase average, now with \(p\) points and no offset, the mean over \(s\) is one if \(p\) divides \(m\) and zero otherwise. The images \(R+mpN\) remain. These are the images of a single denser mesh: the points \(2\pi j/N+\theta_s=2\pi(pj+s)/(pN)\) together form the Gamma-centred mesh of \(pN\) points, and the average is the back-transform on that mesh. For two meshes it has \(2N\) points.

## The shift belongs in both phases

The back-transform must use the shifted \(q_j\) too. If \(e^{-2\pi ijR/N}\) is used in place of \(e^{-iq_jR}\), the result acquires an extra factor \(e^{i\theta R}\). This is invisible at \(R=0\), but in the spring chain at \(R=1\) it turns \(-4K\) into \(4K\), and the average becomes \(2K\) instead of \(-2K\).

## The statement in Lean

The force constants are `C : ℤ →₀ V`, a finitely supported function into any complex vector space `V`. A number suits the spring chain above, where each atom moves only along the chain, and a \(3n\times3n\) complex matrix suits a cell of \(n\) atoms that move in three directions. No symmetry of \(C\) or acoustic sum rule is assumed. The lattice constant is one, masses are absorbed in \(C\), and the phase contains the cell index, not the atomic position.

`dynamicalMatrix C q` is \(D(q)\), `meshPoint N θ j` is \(q_j\), and `meshForce C N θ R` is \(F_\theta(R)\). The hypotheses `hN : N ≠ 0` and `hp : p ≠ 0` say that there is at least one point per mesh and at least one mesh. The symbol `∑ᶠ` sums over all integers \(m\); only finitely many terms are nonzero here, because \(C\) has finite support and distinct \(m\) give distinct sites.

The theorem `two_mesh_average` is the two-mesh formula above, and `staggered_average` is the version for \(p\) meshes. They identify which images remain; recovering \(C(R)\) itself, the term \(m=0\), requires in addition that the terms with \(m\ne0\) add up to zero. Three-dimensional meshes, long-range dipolar force constants and errors in the computed \(D(q_j)\) lie beyond the model.

In density functional perturbation theory, where dynamical matrices computed on a mesh are Fourier-interpolated, the result says for a finite-range one-dimensional chain that adding the shifted mesh to an existing one doubles the image spacing.

## The file and its proof

```lean
import Mathlib

open Complex
open scoped Real

namespace StaggeredMeshes

noncomputable section

variable {V : Type*} [AddCommGroup V] [Module ℂ V]

/-- The dynamical matrix `D(q) = ∑ exp(iqR) C(R)` of finitely many force constants `C(R)`,
which may be numbers, matrices or elements of any complex vector space. -/
def dynamicalMatrix (C : ℤ →₀ V) (q : ℝ) : V :=
  C.sum fun R c => exp (I * q * R) • c

/-- The `j`-th wave vector of the `N`-point mesh with offset `θ`, for `N ≥ 1`. -/
def meshPoint (N : ℕ) (θ : ℝ) (j : ℕ) : ℝ := 2 * π * j / N + θ

/-- The force constant at `R` obtained by the discrete inverse Fourier transform of `D(q)`
on the `N`-point mesh with offset `θ`, for `N ≥ 1`. -/
def meshForce (C : ℤ →₀ V) (N : ℕ) (θ : ℝ) (R : ℤ) : V :=
  (N : ℂ)⁻¹ • ∑ j ∈ Finset.range N,
    exp (-(I * meshPoint N θ j * R)) • dynamicalMatrix C (meshPoint N θ j)

/-- The average of the plane wave `exp(iqd)` over a mesh of `N ≥ 1` points with offset `θ` is
`exp(iθd)` if `N` divides `d`, and zero otherwise. -/
theorem mesh_phase_average (N : ℕ) (hN : N ≠ 0) (θ : ℝ) (d : ℤ) :
    (N : ℂ)⁻¹ * ∑ j ∈ Finset.range N, exp (I * meshPoint N θ j * d)
      = if (N : ℤ) ∣ d then exp (I * θ * d) else 0 := by
  have hN' : (N : ℂ) ≠ 0 := Nat.cast_ne_zero.mpr hN
  -- the phases form a geometric progression
  have hterm : ∀ j : ℕ, exp (I * meshPoint N θ j * d)
      = exp (I * θ * d) * exp (2 * π * I * d / N) ^ j := by
    intro j
    rw [← Complex.exp_nat_mul, ← Complex.exp_add]
    congr 1
    simp only [meshPoint]
    push_cast
    ring
  simp only [hterm]
  rw [← Finset.mul_sum]
  split_ifs with h
  · have hz : exp (2 * π * I * d / N) = 1 := by
      obtain ⟨k, hk⟩ := h
      refine Complex.exp_eq_one_iff.mpr ⟨k, ?_⟩
      rw [div_eq_iff hN', hk]
      push_cast
      ring
    simp only [hz, one_pow, Finset.sum_const, Finset.card_range, nsmul_eq_mul, mul_one]
    linear_combination exp (I * θ * d) * inv_mul_cancel₀ hN'
  · have hz1 : exp (2 * π * I * d / N) ≠ 1 := by
      intro hz
      obtain ⟨k, hk⟩ := Complex.exp_eq_one_iff.mp hz
      rw [div_eq_iff hN'] at hk
      have hd : (d : ℂ) = N * k :=
        mul_left_cancel₀ Complex.two_pi_I_ne_zero (by linear_combination hk)
      exact h ⟨k, by exact_mod_cast hd⟩
    have hzN : exp (2 * π * I * d / N) ^ N = 1 := by
      rw [← Complex.exp_nat_mul]
      refine Complex.exp_eq_one_iff.mpr ⟨d, ?_⟩
      rw [← mul_div_assoc, div_eq_iff hN']
      ring
    rw [geom_sum_eq hz1, hzN]
    simp

/-- A weighted sum over the force constants whose distance from `a` is a multiple of `M ≠ 0`
is the sum over the periodic images `a + mM`. -/
theorem sum_images (C : ℤ →₀ V) {M : ℤ} (hM : M ≠ 0) (a : ℤ) (w : ℤ → ℂ) :
    (C.sum fun S c => (if M ∣ S - a then w S else 0) • c)
      = ∑ᶠ m : ℤ, w (a + m * M) • C (a + m * M) := by
  have hinj : Function.Injective (fun m : ℤ => a + m * M) := by
    intro x y h
    have h' : a + x * M = a + y * M := h
    exact mul_right_cancel₀ hM (add_left_cancel h')
  have e : ∑ᶠ S ∈ Set.range (fun m : ℤ => a + m * M), w S • C S
      = ∑ᶠ m : ℤ, w (a + m * M) • C (a + m * M) := finsum_mem_range hinj
  unfold Finsupp.sum
  rw [← e, finsum_mem_def, finsum_eq_sum_of_support_subset (s := C.support)]
  · refine Finset.sum_congr rfl fun S _ => ?_
    beta_reduce
    by_cases h : M ∣ S - a
    · have hS : S ∈ Set.range (fun m : ℤ => a + m * M) := by
        obtain ⟨k, hk⟩ := h
        refine ⟨k, ?_⟩
        show a + k * M = S
        linear_combination -hk
      rw [Set.indicator_of_mem hS, if_pos h]
    · have hS : S ∉ Set.range (fun m : ℤ => a + m * M) := by
        rintro ⟨k, hk⟩
        have hk' : a + k * M = S := hk
        exact h ⟨k, by linear_combination -hk'⟩
      rw [Set.indicator_of_notMem hS, if_neg h, zero_smul]
  · intro S hS
    rw [Finset.mem_coe, Finsupp.mem_support_iff]
    intro h0
    refine (Function.mem_support.mp hS) ?_
    simp [Set.indicator, h0]

/-- On a mesh of `N ≥ 1` points, the force constant at `R` collects exactly the `C(S)` with
`S - R` a multiple of `N`, each with the phase `exp(iθ(S - R))` of the mesh offset. -/
theorem meshForce_eq_sum (C : ℤ →₀ V) {N : ℕ} (hN : N ≠ 0) (θ : ℝ) (R : ℤ) :
    meshForce C N θ R = C.sum fun S c =>
      (if (N : ℤ) ∣ S - R then exp (I * θ * ((S - R : ℤ) : ℂ)) else 0) • c := by
  simp only [meshForce, dynamicalMatrix, Finsupp.sum, Finset.smul_sum, smul_smul]
  rw [Finset.sum_comm]
  refine Finset.sum_congr rfl fun S _ => ?_
  rw [← mesh_phase_average N hN θ (S - R), Finset.mul_sum, Finset.sum_smul]
  refine Finset.sum_congr rfl fun j _ => ?_
  congr 1
  have h : exp (I * meshPoint N θ j * ((S - R : ℤ) : ℂ))
      = exp (-(I * meshPoint N θ j * R)) * exp (I * meshPoint N θ j * S) := by
    rw [← Complex.exp_add]
    congr 1
    push_cast
    ring
  linear_combination -(N : ℂ)⁻¹ * h

/-- The Gamma-centred mesh of `N ≥ 1` points returns the sum of all images `C(R + mN)`. -/
theorem gamma_mesh (C : ℤ →₀ V) {N : ℕ} (hN : N ≠ 0) (R : ℤ) :
    meshForce C N 0 R = ∑ᶠ m : ℤ, C (R + m * N) := by
  rw [meshForce_eq_sum C hN, sum_images C (Nat.cast_ne_zero.mpr hN) R
    (fun S => exp (I * (0 : ℝ) * ((S - R : ℤ) : ℂ)))]
  simp only [ofReal_zero, mul_zero, zero_mul, Complex.exp_zero, one_smul]

/-- The mesh of `N ≥ 1` points shifted by `π/N` returns the images `C(R + mN)` with
alternating signs `(-1)^m`. -/
theorem shifted_mesh (C : ℤ →₀ V) {N : ℕ} (hN : N ≠ 0) (R : ℤ) :
    meshForce C N (π / N) R = ∑ᶠ m : ℤ, ((-1 : ℂ) ^ m) • C (R + m * N) := by
  have hN' : (N : ℂ) ≠ 0 := Nat.cast_ne_zero.mpr hN
  rw [meshForce_eq_sum C hN, sum_images C (Nat.cast_ne_zero.mpr hN) R
    (fun S => exp (I * (π / N : ℝ) * ((S - R : ℤ) : ℂ)))]
  refine finsum_congr fun m => ?_
  have h : I * ((π / N : ℝ) : ℂ) * ((R + m * N - R : ℤ) : ℂ) = m * (π * I) := by
    push_cast
    linear_combination (m * π * I) * inv_mul_cancel₀ hN'
  rw [h, Complex.exp_int_mul, Complex.exp_pi_mul_I]

/-- Averaging the force constants of `p ≥ 1` staggered meshes of `N ≥ 1` points, with offsets
`2πs/(pN)` for `s = 0, …, p - 1`, leaves only the images `R + mpN`. -/
theorem staggered_average (C : ℤ →₀ V) {N p : ℕ} (hN : N ≠ 0) (hp : p ≠ 0) (R : ℤ) :
    (p : ℂ)⁻¹ • ∑ s ∈ Finset.range p, meshForce C N (2 * π * s / (p * N)) R
      = ∑ᶠ m : ℤ, C (R + m * (p * N)) := by
  have hN' : (N : ℂ) ≠ 0 := Nat.cast_ne_zero.mpr hN
  have hNz : (N : ℤ) ≠ 0 := Nat.cast_ne_zero.mpr hN
  have hpz : (p : ℤ) ≠ 0 := Nat.cast_ne_zero.mpr hp
  -- the offsets themselves form a mesh, which filters the images a second time
  have key : ∀ d : ℤ, (p : ℂ)⁻¹ * ∑ s ∈ Finset.range p,
      (if (N : ℤ) ∣ d then exp (I * ((2 * π * s / (p * N) : ℝ) : ℂ) * d) else 0)
      = if (p : ℤ) * N ∣ d then 1 else 0 := by
    intro d
    by_cases h : (N : ℤ) ∣ d
    · obtain ⟨k, rfl⟩ := h
      have hk : (p : ℤ) * N ∣ N * k ↔ (p : ℤ) ∣ k := by
        rw [mul_comm (p : ℤ)]
        exact mul_dvd_mul_iff_left hNz
      have e := mesh_phase_average p hp 0 k
      simp only [ofReal_zero, mul_zero, zero_mul, Complex.exp_zero] at e
      simp only [if_pos (dvd_mul_right (N : ℤ) k)]
      rw [if_congr hk rfl rfl, ← e]
      congr 1
      refine Finset.sum_congr rfl fun s _ => ?_
      congr 1
      simp only [meshPoint]
      push_cast
      linear_combination (I * 2 * π * s * (p : ℂ)⁻¹ * k) * inv_mul_cancel₀ hN'
    · have h' : ¬ (p : ℤ) * N ∣ d := fun hd => h ((dvd_mul_left _ _).trans hd)
      simp only [if_neg h, if_neg h', Finset.sum_const_zero, mul_zero]
  have f := sum_images C (mul_ne_zero hpz hNz) R (fun _ => 1)
  simp only [one_smul] at f
  rw [← f]
  simp only [meshForce_eq_sum C hN, Finsupp.sum, Finset.smul_sum, smul_smul]
  rw [Finset.sum_comm]
  refine Finset.sum_congr rfl fun S _ => ?_
  rw [← key (S - R), Finset.mul_sum, Finset.sum_smul]

/-- The average of the Gamma-centred mesh and the mesh shifted by `π/N`, each of `N ≥ 1`
points, contains only the images `R + 2mN`. -/
theorem two_mesh_average (C : ℤ →₀ V) {N : ℕ} (hN : N ≠ 0) (R : ℤ) :
    (2 : ℂ)⁻¹ • (meshForce C N 0 R + meshForce C N (π / N) R)
      = ∑ᶠ m : ℤ, C (R + m * (2 * N)) := by
  have h := staggered_average C hN (p := 2) two_ne_zero R
  have e0 : 2 * π * ((0 : ℕ) : ℝ) / (((2 : ℕ) : ℝ) * N) = 0 := by simp
  have e1 : 2 * π * ((1 : ℕ) : ℝ) / (((2 : ℕ) : ℝ) * N) = π / N := by
    simp only [Nat.cast_one, Nat.cast_ofNat, mul_one]
    exact mul_div_mul_left _ _ two_ne_zero
  rw [Finset.sum_range_succ, Finset.sum_range_one, e0, e1] at h
  simp only [Nat.cast_ofNat] at h
  exact h

end

end StaggeredMeshes
```

```lean
#print axioms StaggeredMeshes.gamma_mesh
#print axioms StaggeredMeshes.shifted_mesh
#print axioms StaggeredMeshes.two_mesh_average
```

```
'StaggeredMeshes.gamma_mesh' depends on axioms: [propext, Classical.choice, Quot.sound]
'StaggeredMeshes.shifted_mesh' depends on axioms: [propext, Classical.choice, Quot.sound]
'StaggeredMeshes.two_mesh_average' depends on axioms: [propext, Classical.choice, Quot.sound]
```

`mesh_phase_average` is the geometric sum. `hterm` extracts \(e^{i\theta d}\) and the powers of \(z\), and `split_ifs` separates the two cases. `hz` shows \(z=1\) in the first; `hz1` and `hzN` supply \(z\neq1\) and \(z^N=1\) in the second, where `geom_sum_eq` finishes.

`sum_images` replaces a sum over sites \(S\) with \(M\mid S-a\) by a sum over \(m\), with \(S=a+mM\). Its main ingredient is `hinj`: different \(m\) label different sites, so no force constant is counted twice.

`meshForce_eq_sum` exchanges the sums with `Finset.sum_comm`, merges the two exponentials and applies the phase average. Combined with `sum_images`, it gives `gamma_mesh` and `shifted_mesh`; in the latter, `Complex.exp_pi_mul_I` turns the phase into \((-1)^m\).

In `staggered_average`, the statement `key` computes the weight of a site at distance \(d\) from \(R\). If \(d=Nk\), it calls `mesh_phase_average p hp 0 k`, the second use of the geometric sum. If \(N\) does not divide \(d\), every mesh already gives zero.

`two_mesh_average` is the case \(p=2\), with `e0` and `e1` evaluating the offsets as \(0\) and \(\pi/N\). The formal proof thus reaches the two-mesh formula through the general theorem, without adding the signs \((-1)^m\) as was done by hand.
